# Mean subsystem purity of an m × n system over a pure-state two-design is (m + n)/(mn + 1)

When a code generates random bipartite states, one check is to average the purity of subsystem $A$ over the ensemble and compare the result with a reference number. For a two-design, a finite ensemble in which two copies of the state have the same average density matrix as two copies of a Haar-random state, that number is exact, and only rounding error should separate the computed average from it.

Let $A$ and $B$ have dimensions $m,n\ge 1$, and put $d=mn$. The ensemble consists of vectors $\psi_i\in\mathbb C^m\otimes\mathbb C^n$ with real weights $w_i$. Let $F$ swap two copies of the whole system, and let $\rho_{A,i}=\mathrm{Tr}_B\,\psi_i\psi_i^\dagger$. Then

$$
\sum_i w_i\,(\psi_i\psi_i^\dagger)\otimes(\psi_i\psi_i^\dagger)=\frac{1+F}{d(d+1)}
\quad\Longrightarrow\quad
\sum_i w_i\,\mathrm{Tr}(\rho_{A,i}^2)=\frac{m+n}{mn+1}.
$$

For unit vectors and nonnegative weights, the condition on the left says that no measurement on two copies of a state drawn from the ensemble can tell it from a uniformly random pure state. When $n\gg m$, the mean is close to $1/m$, the smallest purity that $A$ can have, so such states are on average close to maximally entangled.

## Computing the average from state vectors

With the $B$ index running fastest, the purity of one state takes three lines of NumPy:

```python
C = psi.reshape(m, n)
rho_A = C @ C.conj().T
purity = np.vdot(rho_A, rho_A).real
```

The weighted sum of these values is compared with `(m + n) / (m * n + 1)`. A Monte Carlo sample of Haar-random states agrees only within its statistical error.

If all the vectors have the same wrong norm $r$, the computed average is multiplied by $r^4$; norm errors that differ between members can cancel. A wrong index order in the reshape does not show up, because permuting the basis preserves the moment condition. Agreement also does not establish that the ensemble is a two-design: for $m=1$ and $n\ge2$, a single unit vector with weight 1 gives the reference value 1 but is not a two-design.

Two qubits give a small test case with reference value $4/5$. The file contains twenty suitable vectors, grouped into five bases. Three bases consist of product states with purity 1, and two consist of maximally entangled states with purity $1/2$. The equal-weight mean is $(12\cdot 1+8\cdot\tfrac12)/20=4/5$.

## Purity as a trace with a partial swap

As in the file, $i$ labels ensemble members in weighted sums. In the entries of a single operator, $i,k$ label states of $A$ and $j,l$ label states of $B$.

Let $F_A$ exchange only the $A$ labels of two copies. For any matrix $\rho$ on the bipartite space, with $\rho_A=\mathrm{Tr}_B\,\rho$,

$$
\mathrm{Tr}[(\rho\otimes\rho)F_A]
=\sum_{i,j,k,l}\rho_{(i,j),(k,j)}\,\rho_{(k,l),(i,l)}
=\sum_{i,k}(\rho_A)_{ik}(\rho_A)_{ki}
=\mathrm{Tr}(\rho_A^2).
$$

The mean purity is therefore the trace of the averaged tensor square times $F_A$, and two traces remain. A diagonal entry of $F_A$ is nonzero only when $i=k$, so $\mathrm{Tr}\,F_A=mn^2$. The product $FF_A$ exchanges only the $B$ labels, so its diagonal requires $j=l$ and $\mathrm{Tr}(FF_A)=m^2n$. Hence

$$
\sum_i w_i\,\mathrm{Tr}(\rho_{A,i}^2)
=\frac{mn^2+m^2n}{mn(mn+1)}
=\frac{m+n}{mn+1}.
$$

Now let $m,n\ge2$ and $\sum_i w_i=1$. If every purity were 1, the mean would be 1, which requires $mn+1=m+n$, or $(m-1)(n-1)=0$. This is impossible, so some member has purity different from 1. If that member is a unit vector, it is entangled, since a normalised product vector has purity 1.

## The Lean file

```lean
import Mathlib

open Matrix
open scoped Kronecker

namespace MeanPurityTwoDesign

noncomputable section

variable {a b X ι : Type*} [Fintype a] [Fintype b] [Fintype X] [Fintype ι]
  [DecidableEq a] [DecidableEq b] [DecidableEq X]

/-- The rank-one operator `ψ ψ†`. -/
def proj (ψ : X → ℂ) : Matrix X X ℂ := vecMulVec ψ (star ψ)

/-- The swap `F` of two copies of a system. -/
def swapAll : Matrix (X × X) (X × X) ℂ := of fun p q => if p = q.swap then 1 else 0

/-- Exchange of the `A` labels of two copies of a bipartite system. -/
def exchA (p : (a × b) × (a × b)) : (a × b) × (a × b) :=
  ((p.2.1, p.1.2), (p.1.1, p.2.2))

/-- The operator that swaps only the `A` factors of two copies. -/
def swapA : Matrix ((a × b) × (a × b)) ((a × b) × (a × b)) ℂ :=
  of fun p q => if p = exchA q then 1 else 0

/-- The partial trace over `B`. -/
def traceB (ρ : Matrix (a × b) (a × b) ℂ) : Matrix a a ℂ :=
  of fun i k => ∑ j, ρ (i, j) (k, j)

/-- The purity `Tr(ρ_A²)` of the reduced operator of `ψ`. -/
def purity (ψ : a × b → ℂ) : ℂ := trace (traceB (proj ψ) * traceB (proj ψ))

/-- The weighted sum of `(ψψ†) ⊗ (ψψ†)` is `(1 + F)/(d(d+1))`, for dimension `d ≥ 1`. -/
def IsHaarTwoDesign (w : ι → ℝ) (ψ : ι → X → ℂ) : Prop :=
  ∑ i, (w i : ℂ) • (proj (ψ i) ⊗ₖ proj (ψ i)) =
    (1 / ((Fintype.card X : ℂ) * (Fintype.card X + 1))) • (1 + swapAll)

/-- Multiplying by the `A` swap and tracing sums the entries with exchanged `A` labels. -/
theorem trace_mul_swapA (M : Matrix ((a × b) × (a × b)) ((a × b) × (a × b)) ℂ) :
    trace (M * swapA) = ∑ p, M p (exchA p) := by
  simp only [trace, diag_apply, mul_apply, swapA, of_apply, mul_ite, mul_one, mul_zero,
    Finset.sum_ite_eq', Finset.mem_univ, if_true]

/-- Swap trick: `Tr((ρ ⊗ ρ) F_A) = Tr(ρ_A²)`. -/
theorem swap_trick (ρ : Matrix (a × b) (a × b) ℂ) :
    trace ((ρ ⊗ₖ ρ) * swapA) = trace (traceB ρ * traceB ρ) := by
  rw [trace_mul_swapA]
  simp only [Fintype.sum_prod_type, exchA, kroneckerMap_apply, trace, diag_apply, mul_apply,
    traceB, of_apply, Finset.sum_mul_sum]
  exact Finset.sum_congr rfl fun i _ => Finset.sum_comm

/-- The two traces in the Haar average: `Tr F_A = m n²` and `Tr(F F_A) = m² n`. -/
theorem swap_traces :
    trace ((1 : Matrix ((a × b) × (a × b)) ((a × b) × (a × b)) ℂ) * swapA) =
        (Fintype.card a : ℂ) * Fintype.card b ^ 2 ∧
      trace ((swapAll : Matrix ((a × b) × (a × b)) ((a × b) × (a × b)) ℂ) * swapA) =
        (Fintype.card a : ℂ) ^ 2 * Fintype.card b := by
  have ha : ∀ i k : a, (i = k ∧ k = i) ↔ i = k := fun i k => ⟨And.left, fun h => ⟨h, h.symm⟩⟩
  have hb : ∀ i k : b, (i = k ∧ k = i) ↔ i = k := fun i k => ⟨And.left, fun h => ⟨h, h.symm⟩⟩
  constructor
  · rw [trace_mul_swapA]
    simp only [Fintype.sum_prod_type, exchA, one_apply, Prod.mk.injEq, and_true, ha]
    simp [-mul_eq_mul_left_iff, -mul_eq_mul_right_iff]
    ring
  · rw [trace_mul_swapA]
    simp only [Fintype.sum_prod_type, exchA, swapAll, of_apply, Prod.swap_prod_mk,
      Prod.mk.injEq, true_and, hb]
    simp
    ring

/-- The weighted sum of the purities of subsystem `A` over an ensemble satisfying `IsHaarTwoDesign`
is `(m + n)/(mn + 1)`. -/
theorem mean_purity [Nonempty a] [Nonempty b] (w : ι → ℝ) (ψ : ι → a × b → ℂ)
    (h : IsHaarTwoDesign w ψ) :
    ∑ i, (w i : ℂ) * purity (ψ i) =
      ((Fintype.card a : ℂ) + Fintype.card b) / (Fintype.card a * Fintype.card b + 1) := by
  have hm : (Fintype.card a : ℂ) ≠ 0 := Nat.cast_ne_zero.mpr Fintype.card_ne_zero
  have hn : (Fintype.card b : ℂ) ≠ 0 := Nat.cast_ne_zero.mpr Fintype.card_ne_zero
  have hd : (Fintype.card a : ℂ) * Fintype.card b + 1 ≠ 0 := by
    exact_mod_cast Nat.succ_ne_zero (Fintype.card a * Fintype.card b)
  -- the mean purity is linear in the averaged tensor square
  have key : ∑ i, (w i : ℂ) * purity (ψ i) =
      trace ((∑ i, (w i : ℂ) • (proj (ψ i) ⊗ₖ proj (ψ i))) * swapA) := by
    simp only [Finset.sum_mul, trace_sum, smul_mul_assoc, trace_smul, swap_trick, purity,
      smul_eq_mul]
  rw [key, h, smul_mul_assoc, trace_smul, add_mul, trace_add, swap_traces.1, swap_traces.2,
    Fintype.card_prod, Nat.cast_mul, smul_eq_mul]
  field_simp
  ring

/-- If both subsystems have dimension at least two, a Haar two-design of total weight one
has a member whose reduced purity is not one. -/
theorem exists_purity_ne_one (ha : 1 < Fintype.card a) (hb : 1 < Fintype.card b)
    (w : ι → ℝ) (ψ : ι → a × b → ℂ) (hw : ∑ i, w i = 1) (h : IsHaarTwoDesign w ψ) :
    ∃ i, purity (ψ i) ≠ 1 := by
  by_contra! hall
  have : Nonempty a := Fintype.card_pos_iff.mp (by omega)
  have : Nonempty b := Fintype.card_pos_iff.mp (by omega)
  have hd : (Fintype.card a : ℂ) * Fintype.card b + 1 ≠ 0 := by
    exact_mod_cast Nat.succ_ne_zero (Fintype.card a * Fintype.card b)
  have hmean := mean_purity w ψ h
  simp only [hall, mul_one] at hmean
  rw [← Complex.ofReal_sum, hw, Complex.ofReal_one, eq_div_iff hd, one_mul] at hmean
  have key : Fintype.card a * Fintype.card b + 1 = Fintype.card a + Fintype.card b := by
    exact_mod_cast hmean
  obtain ⟨k, hk⟩ := Nat.exists_eq_add_of_lt ha
  obtain ⟨l, hl⟩ := Nat.exists_eq_add_of_lt hb
  rw [hk, hl] at key
  nlinarith [Nat.zero_le (k * l)]

/-- Twice the entries of twenty two-qubit vectors, in five groups of four. In the first four groups
the doubled entries are powers of `i`; the last group is the standard basis, doubled. -/
def mub (v : Fin 5 × Fin 2 × Fin 2) (x : Fin 2 × Fin 2) : GaussianInt :=
  if v.1 = 4 then (if x = v.2 then ⟨2, 0⟩ else 0) else
    (⟨0, 1⟩ : GaussianInt) ^ ((![0, 1, 0, 1, 0] v.1 : ℕ) * x.1.val +
      (![0, 0, 1, 1, 0] v.1 : ℕ) * x.2.val + 2 * ((![0, 1, 1, 0, 0] v.1 : ℕ) * x.1.val * x.2.val
        + v.2.1.val * x.1.val + v.2.2.val * x.2.val))

/-- The twenty two-qubit vectors with entries `mub / 2`. -/
def mubState (v : Fin 5 × Fin 2 × Fin 2) (x : Fin 2 × Fin 2) : ℂ :=
  GaussianInt.toComplex (mub v x) / 2

/-- The twenty vectors `mubState` are normalised and, with equal weights `1/20`, form a
Haar two-design for two qubits. -/
theorem haarTwoDesign_witness :
    (∀ v, star (mubState v) ⬝ᵥ mubState v = 1) ∧
      IsHaarTwoDesign (fun _ => 1 / 20) mubState := by
  -- exact integer arithmetic for the norms and the fourth moments
  have h1 : ∀ v, ∑ x, star (mub v x) * mub v x = 4 := by decide +kernel
  have h2 : ∀ p q r s, ∑ v, mub v p * star (mub v q) * (mub v r * star (mub v s)) =
      (if p = q ∧ r = s then 16 else 0) + (if p = s ∧ r = q then 16 else 0) := by
    decide +kernel
  have hs : ∀ v x, star (mubState v x) = GaussianInt.toComplex (star (mub v x)) / 2 := by
    intro v x
    simp [mubState, GaussianInt.toComplex_star]
  constructor
  · intro v
    simp only [dotProduct, Pi.star_apply, hs]
    calc _ = ∑ x, 1 / 4 * GaussianInt.toComplex (star (mub v x) * mub v x) :=
          Finset.sum_congr rfl fun x _ => by
            simp only [mubState, map_mul]
            ring
      _ = 1 := by
          rw [← Finset.mul_sum, ← map_sum, h1, map_ofNat]
          norm_num
  · unfold IsHaarTwoDesign
    ext ⟨p, r⟩ ⟨q, s⟩
    have ht : ∀ v, ((1 / 20 : ℝ) : ℂ) * (mubState v p * star (mubState v q) *
        (mubState v r * star (mubState v s))) = 1 / 320 * GaussianInt.toComplex
          (mub v p * star (mub v q) * (mub v r * star (mub v s))) := by
      intro v
      simp only [hs]
      simp only [mubState, map_mul, Complex.ofReal_div, Complex.ofReal_one,
        Complex.ofReal_ofNat]
      ring
    have hcard : (Fintype.card (Fin 2 × Fin 2) : ℂ) = 4 := by
      norm_num [Fintype.card_prod, Fintype.card_fin]
    simp only [Matrix.sum_apply, Matrix.smul_apply, Matrix.add_apply, kroneckerMap_apply, proj,
      vecMulVec_apply, Pi.star_apply, smul_eq_mul, one_apply, swapAll, of_apply,
      Prod.swap_prod_mk, Prod.mk.injEq, ht]
    rw [← Finset.mul_sum, ← map_sum, h2, hcard]
    split_ifs <;> simp only [map_add, map_ofNat, map_zero] <;> norm_num

end

end MeanPurityTwoDesign
```

```lean
#print axioms MeanPurityTwoDesign.mean_purity
#print axioms MeanPurityTwoDesign.exists_purity_ne_one
```

```
'MeanPurityTwoDesign.mean_purity' depends on axioms: [propext, Classical.choice, Quot.sound]
'MeanPurityTwoDesign.exists_purity_ne_one' depends on axioms: [propext, Classical.choice, Quot.sound]
```

## Moments, weights and norms in the theorems

The finite types `a` and `b` label the bases of $A$ and $B$, and their cardinalities are $m$ and $n$. A state is a function `a × b → ℂ`, `proj` forms $\psi\psi^\dagger$, `traceB` is the partial trace, and `⊗ₖ` is the Kronecker product. The matrices `swapAll` and `swapA` are $F$ and $F_A$.

The predicate `IsHaarTwoDesign` is the moment identity alone. A two-design is usually also required to have unit vectors and nonnegative weights, but `mean_purity` needs neither; its only other assumption is that both subsystems are nonempty. Taking the trace of the moment identity gives $\sum_i w_i\|\psi_i\|^4=1$, so for unit vectors the weights automatically sum to one. The corollary `exists_purity_ne_one` assumes total weight one explicitly and concludes that some purity differs from 1, without mentioning entanglement.

The theorems concern exact finite sums of complex numbers. They do not cover floating-point error, sampling error, the spread of purities around the mean, or ensembles that satisfy the moment condition only approximately.

## How the proof follows the calculation

`trace_mul_swapA` reduces a trace against $F_A$ to a sum over entries with exchanged $A$ labels. `swap_trick` expands that sum and reorders it into $\mathrm{Tr}(\rho_A^2)$, while `swap_traces` counts the diagonal entries that survive. In `mean_purity`, the step `key` moves the weighted sum inside the trace. The moment hypothesis and the two traces are then substituted, and `field_simp` and `ring` complete the fraction algebra.

`exists_purity_ne_one` assumes that all purities are 1, converts the resulting equation to natural numbers, and refutes it with `nlinarith`.

`haarTwoDesign_witness` shows that the hypothesis is met for two qubits, by the twenty unit vectors with weights $1/20$. Their entries are doubled to become Gaussian integers, so `decide +kernel` can check every norm and fourth moment exactly. The rest of the proof restores the factors of $1/2$ and compares the matrices entry by entry. The file constructs no ensemble for other dimensions; there, the moment condition has to be established for the ensemble in use.
